# The alternating sum over fragments containing V and contained in S is one if V = S and zero otherwise

The lemma is the inclusion–exclusion identity behind expansions over fragments of a system. For subsets V and S of a finite set of labels, it sums the sign (−1)^|S∖T| over all fragments T with V ⊆ T ⊆ S, and states that the result is 1 if V = S and 0 otherwise. The identity is purely combinatorial: it involves no Hamiltonian or state, and the signs are summed as complex numbers. If V ⊆ S, the attempt replaces each T by its complement in S, which turns the sum into the alternating sum over all subsets of S∖V, known from Mathlib. If V is not contained in S, no such T exists and the sum is empty.

Lean 4 with Mathlib refuses this proof:

```lean
import Mathlib

open Finset

namespace SpectralMomentIncrements

noncomputable section

variable {n : Type*} [Fintype n] [DecidableEq n]

/-- The alternating sum over all fragments between `V` and `S` is one if `V = S` and zero
otherwise. -/
theorem alternating_sum (V S : Finset n) :
    ∑ T ∈ S.powerset, (if V ⊆ T then (-1 : ℂ) ^ (S \ T).card else 0)
      = if V = S then 1 else 0 := by
  rw [← sum_filter]
  by_cases hVS : V ⊆ S
  · -- pass to the complements inside `S`
    have h1 : ∑ T ∈ S.powerset with V ⊆ T, (-1 : ℂ) ^ (S \ T).card
        = ∑ U ∈ (S \ V).powerset, (-1 : ℂ) ^ U.card := by
      refine sum_bij' (fun T _ => S \ T) (fun U _ => S \ U) ?_ ?_ ?_ ?_ ?_
      · intro T hT
        exact mem_powerset.2 (sdiff_subset_sdiff (Subset.refl S) (mem_filter.1 hT).2)
      · intro U hU
        refine mem_filter.2 ⟨mem_powerset.2 sdiff_subset, fun x hx => ?_⟩
        exact mem_sdiff.2 ⟨hVS hx, fun hxU => (mem_sdiff.1 (mem_powerset.1 hU hxU)).2 hx⟩
      · intro T hT
        exact sdiff_sdiff_eq_self (mem_powerset.1 (mem_filter.1 hT).1)
      · intro U hU
        exact sdiff_sdiff_eq_self ((mem_powerset.1 hU).trans sdiff_subset)
      · intro T _
        rfl
    have h2 : ∑ U ∈ (S \ V).powerset, (-1 : ℂ) ^ U.card = if S \ V = ∅ then 1 else 0 := by
      exact_mod_cast congrArg (Int.cast : ℤ → ℂ) (sum_powerset_neg_one_pow_card (x := S \ V))
    have h3 : S \ V = ∅ ↔ V = S :=
      ⟨fun h => Subset.antisymm hVS (sdiff_eq_empty_iff_subset.1 h), fun h => by simp [h]⟩
    rw [h1, h2]
    simp only [h3]
  · rw [if_neg (fun h => hVS (h ▸ Subset.refl _))]
    refine sum_eq_zero fun T hT => ?_
    have hT' := mem_filter.1 hT
    exact absurd (hT'.2.trans (mem_powerset.1 hT'.1)) hVS

end

end SpectralMomentIncrements
```

Messages:

```
Main.lean:28:14: error: Ambiguous term
  sdiff_sdiff_eq_self
Possible interpretations:
  _root_.sdiff_sdiff_eq_self (mem_powerset.mp (mem_filter.mp hT).left) : S \ (S \ T) = T
  
  Finset.sdiff_sdiff_eq_self (mem_powerset.mp (mem_filter.mp hT).left) : S \ (S \ T) = T
Main.lean:30:14: error: Ambiguous term
  sdiff_sdiff_eq_self
Possible interpretations:
  _root_.sdiff_sdiff_eq_self (LE.le.trans (mem_powerset.mp hU) sdiff_subset) : S \ (S \ U) = U
  
  Finset.sdiff_sdiff_eq_self (LE.le.trans (mem_powerset.mp hU) sdiff_subset) : S \ (S \ U) = U
Main.lean:39:30: error: invalid `▸` notation, argument
  h
has type
  ?m.313
equality expected
```

The change, after which it compiles:

```diff
@@ -26,7 +26,7 @@
         exact mem_sdiff.2 ⟨hVS hx, fun hxU => (mem_sdiff.1 (mem_powerset.1 hU hxU)).2 hx⟩
       · intro T hT
-        exact sdiff_sdiff_eq_self (mem_powerset.1 (mem_filter.1 hT).1)
+        exact Finset.sdiff_sdiff_eq_self (mem_powerset.1 (mem_filter.1 hT).1)
       · intro U hU
-        exact sdiff_sdiff_eq_self ((mem_powerset.1 hU).trans sdiff_subset)
+        exact Finset.sdiff_sdiff_eq_self ((mem_powerset.1 hU).trans sdiff_subset)
       · intro T _
         rfl
@@ -37,5 +37,9 @@
     rw [h1, h2]
     simp only [h3]
-  · rw [if_neg (fun h => hVS (h ▸ Subset.refl _))]
+  · have hne : V ≠ S := by
+      intro h
+      rw [h] at hVS
+      exact hVS (Subset.refl S)
+    rw [if_neg hne]
     refine sum_eq_zero fun T hT => ?_
     have hT' := mem_filter.1 hT
```

Cause. The first two errors are a clash of names. With `open Finset`, the short name `sdiff_sdiff_eq_self` can mean either the root lemma or the one in `Finset`. Both fit and give the same statement, so Lean has no ground for choosing and reports an ambiguity. Writing `Finset.sdiff_sdiff_eq_self` in full settles it.

The third error comes from the order in which Lean works. `rw` elaborates `if_neg (fun h => ...)` before matching it against the goal, so the condition of the `if` is still unknown, and `h` has the undetermined type `?m.313`. The notation `h ▸ ...` needs `h` to be an equality, and Lean cannot yet see that it is one. The repair first proves `hne : V ≠ S`, where the stated type makes `h` the equality `V = S`. Rewriting with it turns `hVS` into the claim that S is not a subset of itself, which `Subset.refl S` refutes. `if_neg hne` then has a known condition.
